# Upper and lower bounds on a kappa-MP2 term at a positive gap

The declaration `kappaTerm_bounds` concerns the kappa-MP2 energy term of one double excitation, with real coupling K, gap D > 0 and damping parameter k > 0. This term is −K²(1 − exp(−kD))²/D, and the lemma states that it lies between −k²K²D and −k²K²D/(1 + kD)². The coupling and the gap are given real numbers, not derived from a Hamiltonian. The proof takes the bounds kD/(1 + kD) and kD on the damping factor 1 − exp(−kD), squares them and multiplies by K². It then clears the division by D in each of the two inequalities.

Lean 4 with Mathlib refuses this proof:

```lean
import Mathlib

open Filter Topology

namespace KappaMP2SmallGap

noncomputable section

/-- The second-order energy term of a double excitation with coupling `K` and gap `D > 0`,
multiplied by the `n`-th power of the damping factor `1 - exp (-k D)`. -/
def dampedTerm (n : ℕ) (k K D : ℝ) : ℝ :=
  -K ^ 2 * (1 - Real.exp (-(k * D))) ^ n / D

/-- The kappa-MP2 term, for a gap `D > 0`: the second-order term with two damping factors. -/
def kappaTerm (k K D : ℝ) : ℝ := dampedTerm 2 k K D

/-- For `x ≥ 0` the damping factor `1 - exp (-x)` lies between `x / (1 + x)` and `x`. -/
theorem damping_bounds {x : ℝ} (hx : 0 ≤ x) :
    x / (1 + x) ≤ 1 - Real.exp (-x) ∧ 1 - Real.exp (-x) ≤ x := by
  constructor
  · have e : Real.exp (-x) * Real.exp x = 1 := by
      rw [← Real.exp_add]
      simp
    have h := mul_le_mul_of_nonneg_left (Real.add_one_le_exp x) (Real.exp_pos (-x)).le
    rw [div_le_iff₀ (by linarith)]
    nlinarith
  · linarith [Real.add_one_le_exp (-x)]

/-- For `k > 0`, at every positive gap the kappa-MP2 term lies between `-k² K² D` and `-k² K² D / (1
+ k D)²`. -/
theorem kappaTerm_bounds {k D : ℝ} (K : ℝ) (hk : 0 < k) (hD : 0 < D) :
    -(k ^ 2 * K ^ 2 * D) ≤ kappaTerm k K D ∧
      kappaTerm k K D ≤ -(k ^ 2 * K ^ 2 * D / (1 + k * D) ^ 2) := by
  have hx : 0 < k * D := mul_pos hk hD
  obtain ⟨hl, hu⟩ := damping_bounds hx.le
  have h0 : 0 ≤ k * D / (1 + k * D) := by positivity
  -- square both bounds on the damping factor and multiply by the squared coupling
  have hl2 := mul_le_mul_of_nonneg_left (pow_le_pow_left₀ h0 hl 2) (sq_nonneg K)
  have hu2 := mul_le_mul_of_nonneg_left (pow_le_pow_left₀ (h0.trans hl) hu 2) (sq_nonneg K)
  unfold kappaTerm dampedTerm
  constructor
  · rw [le_div_iff₀ hD]
    linarith
  · have e : k ^ 2 * K ^ 2 * D / (1 + k * D) ^ 2 * D
        = K ^ 2 * (k * D / (1 + k * D)) ^ 2 := by
      rw [div_pow]
      ring
    rw [div_le_iff₀ hD, neg_mul, e]
    linarith

end

end KappaMP2SmallGap
```

Messages:

```
Main.lean:48:33: error: Tactic `rewrite` failed: Did not find an occurrence of the pattern
  k ^ 2 * K ^ 2 * D / (1 + k * D) ^ 2 * D
in the target expression
  -(K ^ 2 * (1 - Real.exp (-(k * D))) ^ 2) ≤ -(k ^ 2 * K ^ 2 * D / (1 + k * D) ^ 2) * D

case right
k D K : ℝ
hk : 0 < k
hD : 0 < D
hx : 0 < k * D
hl : k * D / (1 + k * D) ≤ 1 - Real.exp (-(k * D))
hu : 1 - Real.exp (-(k * D)) ≤ k * D
h0 : 0 ≤ k * D / (1 + k * D)
hl2 : K ^ 2 * (k * D / (1 + k * D)) ^ 2 ≤ K ^ 2 * (1 - Real.exp (-(k * D))) ^ 2
hu2 : K ^ 2 * (1 - Real.exp (-(k * D))) ^ 2 ≤ K ^ 2 * (k * D) ^ 2
e : k ^ 2 * K ^ 2 * D / (1 + k * D) ^ 2 * D = K ^ 2 * (k * D / (1 + k * D)) ^ 2
⊢ -(K ^ 2 * (1 - Real.exp (-(k * D))) ^ 2) ≤ -(k ^ 2 * K ^ 2 * D / (1 + k * D) ^ 2) * D
```

Diagnosis. The message says that `rw` could not find the left side of `e`, a quotient times `D`, in the goal. The goal does contain that quotient, but negated before it is multiplied by `D`: it has the form `-(q) * D`, whereas `e` needs `q * D`.

The step `neg_mul` was meant to move this minus sign outside the product. But after `div_le_iff₀ hD` both sides of the inequality are products with a negated first factor, since `-K ^ 2 * …` is read as `(-(K ^ 2)) * …`. A single `rw` with `neg_mul` fixes the lemma's variables at the first match and rewrites only instances of that match. Here it took the left side, as the printed goal shows, and left the right side as it was.

The diff adds a second `neg_mul`. The left side no longer has the form of a negated factor times another, so this rewrite acts on the right side and produces `-(q * D)`. Now `e` applies, and `linarith` can close the goal from `hl2`.

The change, after which it compiles:

```diff
@@ -46,5 +46,5 @@
       rw [div_pow]
       ring
-    rw [div_le_iff₀ hD, neg_mul, e]
+    rw [div_le_iff₀ hD, neg_mul, neg_mul, e]
     linarith
 
```
